# Two absorbing deltas can reflect a wave from the right but not from the left

In units with ħ²/2m = 1, let an absorbing delta of strength α be the potential -iαδ. Put one of strength 1/2 at x = 0 and one of strength 1 at x = π/2, a quarter wavelength away at wavenumber k = 1. For a unit wave from the left, the reflection from the first delta is cancelled by the waves that return from the second; a unit wave from the right is reflected with amplitude 1/4.

In Lean 4 with Mathlib:

```lean
import Mathlib

open Complex Set Filter Topology

namespace AbsorbingDeltasReflection

noncomputable section

/-- The free wave at wavenumber one, with right-moving amplitude `A` and left-moving
amplitude `B`. -/
def wave (A B : ℂ) (x : ℝ) : ℂ := A * exp (I * (x : ℂ)) + B * exp (-(I * (x : ℂ)))

/-- The derivative of `ψ` jumps by `J` at `x`: right derivative minus left derivative. -/
def HasJump (ψ : ℝ → ℂ) (x : ℝ) (J : ℂ) : Prop :=
  ∃ dl dr : ℂ, HasDerivWithinAt ψ dl (Iic x) x ∧ HasDerivWithinAt ψ dr (Ici x) x ∧ dr - dl = J

/-- `ψ` is a free wave on each of the three closed regions cut out by `0` and `π/2`, with outer
amplitudes `A, B` on the left and `C, D` on the right, and its derivative jumps by
`-iαψ` at `0` and by `-iβψ` at `π/2`. -/
def IsStationary (α β : ℝ) (ψ : ℝ → ℂ) (A B C D : ℂ) : Prop :=
  ∃ F G : ℂ, (∀ x ≤ 0, ψ x = wave A B x) ∧
    (∀ x ∈ Icc 0 (Real.pi / 2), ψ x = wave F G x) ∧
    (∀ x, Real.pi / 2 ≤ x → ψ x = wave C D x) ∧
    HasJump ψ 0 (-(I * α) * ψ 0) ∧
    HasJump ψ (Real.pi / 2) (-(I * β) * ψ (Real.pi / 2))

/-- A unit wave from the left is reflected with amplitude `r` and transmitted with `t`. -/
def LeftIncident (α β : ℝ) (r t : ℂ) : Prop := ∃ ψ, IsStationary α β ψ 1 r t 0

/-- A unit wave from the right is reflected with amplitude `r` and transmitted with `t`. -/
def RightIncident (α β : ℝ) (r t : ℂ) : Prop := ∃ ψ, IsStationary α β ψ 0 t r 1

/-- The derivative of a free wave. -/
theorem hasDerivAt_wave (A B : ℂ) (x : ℝ) : HasDerivAt (wave A B)
    (I * (A * exp (I * (x : ℂ)) - B * exp (-(I * (x : ℂ))))) x := by
  have h : HasDerivAt (fun y : ℝ => I * (y : ℂ)) I x :=
    ((hasDerivAt_id x).ofReal_comp.const_mul I).congr_deriv (by simp)
  exact ((h.cexp.const_mul A).fun_add (h.fun_neg.cexp.const_mul B)).congr_deriv (by ring)

/-- Where two smooth pieces meet, the derivative jump is the difference of their slopes. -/
theorem hasJump_iff {ψ f g : ℝ → ℂ} {a x b : ℝ} {f' g' J : ℂ} (ha : a < x) (hb : x < b)
    (hf : HasDerivAt f f' x) (hg : HasDerivAt g g' x)
    (h1 : ∀ y ∈ Icc a x, ψ y = f y) (h2 : ∀ y ∈ Icc x b, ψ y = g y) :
    HasJump ψ x J ↔ g' - f' = J := by
  have hl : HasDerivWithinAt ψ f' (Iic x) x := by
    refine hf.hasDerivWithinAt.congr_of_eventuallyEq ?_ (h1 x ⟨ha.le, le_rfl⟩)
    filter_upwards [self_mem_nhdsWithin, mem_nhdsWithin_of_mem_nhds (Ioi_mem_nhds ha)]
      with y hy hy'
    exact h1 y ⟨le_of_lt hy', hy⟩
  have hr : HasDerivWithinAt ψ g' (Ici x) x := by
    refine hg.hasDerivWithinAt.congr_of_eventuallyEq ?_ (h2 x ⟨le_rfl, hb.le⟩)
    filter_upwards [self_mem_nhdsWithin, mem_nhdsWithin_of_mem_nhds (Iio_mem_nhds hb)]
      with y hy hy'
    exact h2 y ⟨hy, le_of_lt hy'⟩
  constructor
  · rintro ⟨dl, dr, hdl, hdr, hJ⟩
    -- one-sided derivatives are unique
    have e1 := (uniqueDiffOn_Iic x x (mem_Iic.2 le_rfl)).eq_deriv _ hl hdl
    have e2 := (uniqueDiffOn_Ici x x (mem_Ici.2 le_rfl)).eq_deriv _ hr hdr
    rw [e1, e2, hJ]
  · exact fun h => ⟨f', g', hl, hr, h⟩

/-- Over the distance `π/2` the right-moving wave gains the phase factor `i`, and the
left-moving wave the factor `-i`. -/
theorem quarter_phase : exp (I * ((Real.pi / 2 : ℝ) : ℂ)) = I ∧
    exp (-(I * ((Real.pi / 2 : ℝ) : ℂ))) = -I := by
  have h : exp (I * ((Real.pi / 2 : ℝ) : ℂ)) = I := by
    rw [mul_comm, Complex.exp_mul_I, ← Complex.ofReal_cos, ← Complex.ofReal_sin,
      Real.cos_pi_div_two, Real.sin_pi_div_two]
    simp
  exact ⟨h, by rw [Complex.exp_neg, h, Complex.inv_I]⟩

/-- A stationary state with given outer amplitudes exists exactly when these satisfy two
linear matching equations. -/
theorem matching (α β : ℝ) (A B C D : ℂ) : (∃ ψ, IsStationary α β ψ A B C D) ↔
    A + B = C + D + β * (C - D) ∧ A - B = C - D + α * (A + B) := by
  have hp : 0 < Real.pi / 2 := half_pos Real.pi_pos
  have w0 : ∀ P Q : ℂ, wave P Q 0 = P + Q := fun P Q => by simp [wave]
  have w1 : ∀ P Q : ℂ, wave P Q (Real.pi / 2) = P * I + Q * (-I) := fun P Q => by
    rw [wave, quarter_phase.1, quarter_phase.2]
  have d0 : ∀ P Q : ℂ, HasDerivAt (wave P Q) (I * (P - Q)) 0 := fun P Q =>
    (hasDerivAt_wave P Q 0).congr_deriv (by simp)
  have d1 : ∀ P Q : ℂ, HasDerivAt (wave P Q) (I * (P * I - Q * (-I))) (Real.pi / 2) :=
    fun P Q => (hasDerivAt_wave P Q _).congr_deriv (by rw [quarter_phase.1, quarter_phase.2])
  constructor
  · rintro ⟨ψ, F, G, hl, hm, hr, h0, h1⟩
    rw [hasJump_iff neg_one_lt_zero hp (d0 A B) (d0 F G) (fun x hx => hl x hx.2) hm,
      hl 0 le_rfl, w0] at h0
    rw [hasJump_iff hp (lt_add_one _) (d1 F G) (d1 C D) hm (fun x hx => hr x hx.1),
      hr _ le_rfl, w1] at h1
    have c0 := (hl 0 le_rfl).symm.trans (hm 0 ⟨le_rfl, hp.le⟩)
    have c1 := (hm _ ⟨hp.le, le_rfl⟩).symm.trans (hr _ le_rfl)
    rw [w0, w0] at c0
    rw [w1, w1] at c1
    -- eliminate the amplitudes between the deltas
    constructor
    · linear_combination c0 + h1 - ((C + D) - (F + G) + β * (C - D)) * I_sq
    · linear_combination (-I) * c1 + I * h0 + (A - B - (C - D) - α * (A + B)) * I_sq
  · rintro ⟨e1, e2⟩
    obtain ⟨F, hF⟩ : ∃ F : ℂ, F = (A + B + C - D) / 2 := ⟨_, rfl⟩
    obtain ⟨G, hG⟩ : ∃ G : ℂ, G = (A + B - C + D) / 2 := ⟨_, rfl⟩
    -- glue the three free waves
    obtain ⟨ψ, hl, hm, hr⟩ : ∃ ψ : ℝ → ℂ, (∀ x ≤ 0, ψ x = wave A B x) ∧
        (∀ x ∈ Icc 0 (Real.pi / 2), ψ x = wave F G x) ∧
        (∀ x, Real.pi / 2 ≤ x → ψ x = wave C D x) := by
      refine ⟨fun x => if x ≤ 0 then wave A B x else
        if x ≤ Real.pi / 2 then wave F G x else wave C D x, ?_, ?_, ?_⟩
      · intro x hx
        exact if_pos hx
      · intro x hx
        dsimp only
        split_ifs with h h'
        · rw [le_antisymm h hx.1, w0, w0, hF, hG]
          ring
        · rfl
        · exact absurd hx.2 h'
      · intro x hx
        dsimp only
        rw [if_neg (not_le_of_gt (lt_of_lt_of_le hp hx))]
        split_ifs with h
        · rw [le_antisymm h hx, w1, w1, hF, hG]
          ring
        · rfl
    refine ⟨ψ, F, G, hl, hm, hr, ?_, ?_⟩
    · rw [hasJump_iff neg_one_lt_zero hp (d0 A B) (d0 F G) (fun x hx => hl x hx.2) hm,
        hl 0 le_rfl, w0, hF, hG]
      linear_combination (-I) * e2
    · rw [hasJump_iff hp (lt_add_one _) (d1 F G) (d1 C D) hm (fun x hx => hr x hx.1),
        hr _ le_rfl, w1, hF, hG]
      linear_combination (-I ^ 2) * e1

/-- The amplitudes for a unit wave from the left, for any non-negative strengths. -/
theorem left_amplitudes {α β : ℝ} (hα : 0 ≤ α) (hβ : 0 ≤ β) (r t : ℂ) :
    LeftIncident α β r t ↔ r = (β - α - α * β) / (2 + α + β + α * β) ∧
      t = 2 / (2 + α + β + α * β) := by
  have hN : (2 + α + β + α * β : ℂ) ≠ 0 := by
    exact_mod_cast (show (2 + α + β + α * β : ℝ) ≠ 0 by positivity)
  rw [LeftIncident, matching, eq_div_iff hN, eq_div_iff hN]
  constructor
  · rintro ⟨e1, e2⟩
    have ht : t * (2 + α + β + α * β) = 2 := by linear_combination -(1 + α) * e1 - e2
    exact ⟨by linear_combination (2 + α + β + α * β) * e1 + (1 + β) * ht, ht⟩
  · rintro ⟨hr, ht⟩
    constructor <;> apply mul_left_cancel₀ hN
    · linear_combination hr - (1 + β) * ht
    · linear_combination -(1 + α) * hr - ht

/-- The amplitudes for a unit wave from the right, for any non-negative strengths. -/
theorem right_amplitudes {α β : ℝ} (hα : 0 ≤ α) (hβ : 0 ≤ β) (r t : ℂ) :
    RightIncident α β r t ↔ r = (β - α + α * β) / (2 + α + β + α * β) ∧
      t = 2 / (2 + α + β + α * β) := by
  have hN : (2 + α + β + α * β : ℂ) ≠ 0 := by
    exact_mod_cast (show (2 + α + β + α * β : ℝ) ≠ 0 by positivity)
  rw [RightIncident, matching, eq_div_iff hN, eq_div_iff hN]
  constructor
  · rintro ⟨e1, e2⟩
    have ht : t * (2 + α + β + α * β) = 2 := by linear_combination e1 - (1 + β) * e2
    exact ⟨by linear_combination -(2 + α + β + α * β) * e2 - (1 + α) * ht, ht⟩
  · rintro ⟨hr, ht⟩
    constructor <;> apply mul_left_cancel₀ hN
    · linear_combination ht - (1 + β) * hr
    · linear_combination -(1 + α) * ht - hr

/-- With jumps `-(i/2)ψ` at `0` and `-iψ` at `π/2`, a unit wave from the left has reflection
amplitude `0`, and one from the right has `1/4`; the transmission amplitude is `1/2` in each
case, and these scattering states exist. -/
theorem unequal_reflection (r t : ℂ) :
    (LeftIncident (1 / 2) 1 r t ↔ r = 0 ∧ t = 1 / 2) ∧
    (RightIncident (1 / 2) 1 r t ↔ r = 1 / 4 ∧ t = 1 / 2) := by
  rw [left_amplitudes (by norm_num) (by norm_num), right_amplitudes (by norm_num) (by norm_num)]
  push_cast
  constructor <;> norm_num

/-- The two reflection amplitudes have equal modulus exactly when one of the deltas is absent
or both have the same strength. -/
theorem equal_reflection_iff {α β : ℝ} (hα : 0 ≤ α) (hβ : 0 ≤ β) {r t r' t' : ℂ}
    (hL : LeftIncident α β r t) (hR : RightIncident α β r' t') :
    ‖r‖ = ‖r'‖ ↔ α = 0 ∨ β = 0 ∨ α = β := by
  have hN : |2 + α + β + α * β| ≠ 0 := abs_ne_zero.2 (by positivity)
  have h1 : r = (((β - α - α * β) / (2 + α + β + α * β) : ℝ) : ℂ) := by
    rw [((left_amplitudes hα hβ r t).1 hL).1]
    push_cast
    rfl
  have h2 : r' = (((β - α + α * β) / (2 + α + β + α * β) : ℝ) : ℂ) := by
    rw [((right_amplitudes hα hβ r' t').1 hR).1]
    push_cast
    rfl
  rw [h1, h2, Complex.norm_real, Complex.norm_real, Real.norm_eq_abs, Real.norm_eq_abs,
    abs_div, abs_div, div_left_inj' hN, ← sq_eq_sq_iff_abs_eq_abs]
  constructor
  · intro h
    -- the difference of the squares factorises
    have h3 : α * (β * (α - β)) = 0 := by linear_combination (1 / 4) * h
    simpa only [mul_eq_zero, sub_eq_zero] using h3
  · rintro (h | h | h) <;> rw [h] <;> ring

end

end AbsorbingDeltasReflection
```

```lean
#print axioms AbsorbingDeltasReflection.unequal_reflection
-- 'AbsorbingDeltasReflection.unequal_reflection' depends on axioms: [propext, Classical.choice, Quot.sound]
#print axioms AbsorbingDeltasReflection.equal_reflection_iff
-- 'AbsorbingDeltasReflection.equal_reflection_iff' depends on axioms: [propext, Classical.choice, Quot.sound]
```

## Scattering states with loss

`unequal_reflection` says that a left-incident state with reflection amplitude r and transmission amplitude t exists exactly when r = 0 and t = 1/2. From the right, the condition is r = 1/4 and t = 1/2. Each equivalence therefore gives both the existence of the state and the uniqueness of its amplitudes.

The function `wave A B` is A exp(ix) + B exp(-ix), with A moving right and B moving left. `IsStationary` requires ψ to have this form on three closed regions, with amplitudes (A, B), (F, G) and (C, D) from left to right. Neighbouring regions share an endpoint, which makes ψ continuous. `HasJump` takes the difference of the one-sided derivatives, right minus left.

In units with ħ²/2m = 1, a potential vδ(x) gives the jump vψ. The jumps -iαψ at 0 and -iβψ at π/2 thus stand for negative imaginary potentials, which remove probability flux when α and β are positive. Left incidence means A = 1 and D = 0; right incidence means A = 0 and D = 1. Wavenumber and spacing are fixed throughout.

All phases are referred to x = 0, so unequal amplitudes alone do not show unequal reflection. For α = β > 0 the arrangement is mirror-symmetric, yet the two reflection amplitudes differ in sign. The moduli are what must be compared, and here they are 0 and 1/4.

## Matching across a quarter wavelength

At x = 0, continuity and the derivative jump give

A + B = F + G
i(F - G) - i(A - B) = -iα(A + B).

At x = π/2, exp(ix) = i and exp(-ix) = -i. Continuity there gives F - G = C - D, and the slopes are -(F + G) on the left and -(C + D) on the right, so

-(C + D) + (F + G) = -iβ · i(C - D) = β(C - D).

Eliminating F and G leaves

A + B = C + D + β(C - D)
A - B = C - D + α(A + B).

This is `matching`. It rests on `hasDerivAt_wave` for the slopes, `quarter_phase` for the factors ±i, and `hasJump_iff`, which uses the uniqueness of one-sided derivatives to turn each jump into a difference of slopes. Conversely, given the two equations, the proof chooses F and G with F + G = A + B and F - G = C - D, and glues the three waves together.

Let N = 2 + α + β + αβ. For left incidence the equations are

1 + r = (1 + β)t
1 - r = t + α(1 + r).

Adding them and substituting the first gives Nt = 2, hence

t = 2/N
r = (1 + β)t - 1 = (β - α - αβ)/N.

For right incidence they are

t = r + 1 + β(r - 1)
-t = r - 1 + αt.

The second gives r = 1 - (1 + α)t. Inserting this in the first again gives Nt = 2, so

t = 2/N
r = (β - α + αβ)/N.

`left_amplitudes` and `right_amplitudes` carry out this elimination with `linear_combination`. At α = 1/2 and β = 1, N = 4 and the stated values follow.

## When the two sides agree

Equal transmission does not force equal reflection once flux is lost. The squared numerators differ by

(β - α - αβ)² - (β - α + αβ)² = 4αβ(α - β),

so for non-negative strengths the reflection moduli agree exactly when one delta is absent or the strengths are equal. This is `equal_reflection_iff`.

Non-negativity keeps N positive. With gain, α = -2 and β = 0, the left-incident equations become 1 + r = t and 1 - r = t - 2(1 + r). Substituting the first into the second gives 1 - r = -t; adding this to the first gives 2 = 0, so no left-incident scattering state exists.

For absorbing potentials in wave-packet simulations, this one-dimensional example at a single wavenumber shows that a reflection test from one side need not settle the other.
